# The optimal DIIS residual norm never exceeds a stored error norm and never grows when vectors are added

DIIS weights can be defined by the linear equations they solve or by the minimum they attain. I want to start from the minimum: real weights $c_i$ with $\sum_i c_i=1$ that make $\|\sum_i c_i e_i\|$ as small as possible. The result should then be no larger than any stored $\|e_j\|$, and adding error vectors while keeping the old ones should never make it larger. Can this be made rigorous and machine-checked, in any norm, and how do Pulay's equations follow?

## From the minimum to Pulay's equations

Taking the minimum as the definition makes both bounds comparisons with a permitted competitor. An inner product enters only with Pulay's equations and the identity for the gain that follows from them.

Write $r(c)=\sum_i c_i e_i$ for a finite family, and $r$ for its value at a minimiser.

**Existence.** Fix $j$. Normalised weights give $r(c)=e_j+\sum_i c_i(e_i-e_j)$, so the residuals fill $e_j+V$, where $V$ is the finite-dimensional span of the differences $e_i-e_j$. If $v\in V$ has $\|v\|>2\|e_j\|$, then $\|e_j+v\|\ge\|v\|-\|e_j\|>\|e_j\|$, which is worse than $v=0$. The search is thus confined to a compact ball, where the continuous norm attains its minimum.

**Bounds.** Putting all the weight on $j$ gives residual $e_j$, hence $\|r\|\le\|e_j\|$. For an enlarged family $f$ with $f_{\varphi(i)}=e_i$, set $d_k=\sum_{i:\varphi(i)=k}c_i$. Then $\sum_k d_k=\sum_i c_i=1$ and $\sum_k d_k f_k=\sum_i c_i f_{\varphi(i)}=r(c)$. The old residual is still available, so the new minimum cannot be larger.

**Pulay's equations.** In a real inner product space, moving the weights towards $e_i$ gives the residual $r+t(e_i-r)$. Minimality requires, for every real $t$,
$$0\le 2t\langle r,e_i-r\rangle+t^2\|e_i-r\|^2 .$$
With $a=\langle r,e_i-r\rangle$, $b=\|e_i-r\|^2$ and $s=1/(b+1)$, the choice $t=-as$ makes the right side $-a^2(s+s^2)$, so $a=0$. Therefore
$$\sum_k\langle e_i,e_k\rangle c_k=\langle e_i,r\rangle=\|r\|^2 .$$
As a linear system, the equations have an unknown common value $\lambda$ on the right and are solved together with $\sum_i c_i=1$. Multiplying row $i$ by $c_i$ and summing gives $\lambda=\|r(c)\|^2$, so the two forms agree. Conversely, let normalised $c$ satisfy these equations, with $r=r(c)$. Any normalised $d$ has $\langle r(d),r\rangle=\sum_i d_i\|r\|^2=\|r\|^2$, and Cauchy–Schwarz gives $\|r\|^2\le\|r(d)\|\,\|r\|$. Hence $\|r\|\le\|r(d)\|$, trivially so if $r=0$.

Expanding the square at a minimiser gives $\|e_j-r\|^2=\|e_j\|^2-2\|r\|^2+\|r\|^2$, or
$$\|e_j\|^2=\|r\|^2+\|e_j-r\|^2 .$$

**Two vectors, and one.** For $e_0=(2,0)$ and $e_1=(0,1)$ in the Euclidean plane, minimising $4c_0^2+(1-c_0)^2$ gives $c=(1/5,4/5)$, $r=(2/5,4/5)$ and $\|r\|^2=4/5$. Both Pulay rows equal $4/5$, and the gains are $4=4/5+16/5$ and $1=4/5+1/5$. With a single vector, $c_0=1$ and $r=e_0$: nothing is gained.

## What the Lean statements say

`E` is any real normed space and `H` any real inner product space, of any dimension; `ι` and `κ` are finite index types. `residual e c` is $r(c)$, and `IsDIISMinimiser e c` contains normalisation and minimality. Weights are real and may be negative. Existence needs a nonempty family; uniqueness of the weights is not claimed.

In `enlarged_residual_le`, `φ` locates each old vector in the new family. In `residual_antitone`, step `n` stores $e_0,\dots,e_n$, so a history that discards vectors is not covered.

In self-consistent-field calculations, these results control the linearly extrapolated residual over a finite stored history; they do not bound the true error of the next iterate or prove convergence.

```lean
import Mathlib

open Finset

namespace DIISResidualBounds

variable {ι κ E H : Type*} [Fintype ι] [Fintype κ]
  [NormedAddCommGroup E] [NormedSpace ℝ E]
  [NormedAddCommGroup H] [InnerProductSpace ℝ H]

/-- The extrapolated DIIS residual: the combination of the stored error vectors `e i`
with weights `c i`. -/
def residual (e : ι → E) (c : ι → ℝ) : E := ∑ i, c i • e i

/-- The weights `c` sum to one and give the smallest residual norm among all weights
that sum to one. -/
structure IsDIISMinimiser (e : ι → E) (c : ι → ℝ) : Prop where
  sum_one : ∑ i, c i = 1
  minimal : ∀ d : ι → ℝ, ∑ i, d i = 1 → ‖residual e c‖ ≤ ‖residual e d‖

/-- Any weights can be completed to total weight one by placing the missing weight on a
chosen error vector `e j`. -/
lemma complete_weights (e : ι → E) (a : ι → ℝ) (j : ι) :
    ∃ w : ι → ℝ, ∑ i, w i = 1 ∧
      residual e w = residual e a + (1 - ∑ i, a i) • e j := by
  classical
  refine ⟨fun i => a i + if i = j then 1 - ∑ k, a k else 0, ?_, ?_⟩
  · simp [Finset.sum_add_distrib]
  · simp [residual, add_smul, Finset.sum_add_distrib, ite_smul]

/-- Every nonempty finite family of error vectors in a real normed space has a DIIS
minimiser. -/
theorem exists_minimiser [Nonempty ι] (e : ι → E) : ∃ c, IsDIISMinimiser e c := by
  obtain ⟨j⟩ := ‹Nonempty ι›
  -- for weights that sum to one, the residual is `e j` plus an element of the range of `L`
  let L : (ι → ℝ) →ₗ[ℝ] E :=
    { toFun := fun a => ∑ i, a i • (e i - e j)
      map_add' := fun a b => by
        simp only [Pi.add_apply, add_smul, Finset.sum_add_distrib]
      map_smul' := fun t a => by
        simp only [Pi.smul_apply, smul_eq_mul, mul_smul, Finset.smul_sum, RingHom.id_apply] }
  have hL : ∀ a, L a = residual e a - (∑ i, a i) • e j := fun a => by
    change ∑ i, a i • (e i - e j) = _
    simp only [residual, smul_sub, Finset.sum_sub_distrib, Finset.sum_smul]
  have : ProperSpace (LinearMap.range L) := FiniteDimensional.proper ℝ _
  have hcont : Continuous (fun v : LinearMap.range L => ‖e j + (v : E)‖) :=
    (continuous_const.add continuous_subtype_val).norm
  have hmem : (0 : LinearMap.range L) ∈ Metric.closedBall 0 (2 * ‖e j‖) :=
    Metric.mem_closedBall_self (by positivity)
  -- minimise on a compact ball; outside it the norm is too large
  obtain ⟨v, -, hv⟩ := (isCompact_closedBall (0 : LinearMap.range L)
    (2 * ‖e j‖)).exists_isMinOn ⟨0, hmem⟩ hcont.continuousOn
  have hmin : ∀ w : LinearMap.range L, ‖e j + (v : E)‖ ≤ ‖e j + (w : E)‖ := by
    intro w
    by_cases hw : ‖w‖ ≤ 2 * ‖e j‖
    · exact isMinOn_iff.mp hv w (mem_closedBall_zero_iff.mpr hw)
    · have h0 : ‖e j + (v : E)‖ ≤ ‖e j‖ := by
        simpa using isMinOn_iff.mp hv 0 hmem
      have h1 : ‖(w : E)‖ ≤ ‖e j + (w : E)‖ + ‖e j‖ := by
        simpa using norm_sub_le (e j + (w : E)) (e j)
      have h2 : ‖(w : E)‖ = ‖w‖ := rfl
      rw [not_le] at hw
      linarith
  obtain ⟨a, ha⟩ := LinearMap.mem_range.mp v.2
  obtain ⟨w, hw1, hw2⟩ := complete_weights e a j
  refine ⟨w, hw1, fun d hd => ?_⟩
  have h : ‖e j + L a‖ ≤ ‖e j + L d‖ := by
    rw [ha]
    exact hmin ⟨L d, LinearMap.mem_range_self L d⟩
  have e1 : residual e w = e j + L a := by
    rw [hw2, hL]
    module
  have e2 : residual e d = e j + L d := by
    rw [hL, hd]
    module
  rw [e1, e2]
  exact h

/-- The optimal DIIS residual is no larger than any single stored error vector. -/
theorem residual_le_each {e : ι → E} {c : ι → ℝ} (h : IsDIISMinimiser e c) (j : ι) :
    ‖residual e c‖ ≤ ‖e j‖ := by
  obtain ⟨w, h1, h2⟩ := complete_weights e (fun _ => 0) j
  have h3 : residual e w = e j := by
    rw [h2]
    simp [residual]
  rw [← h3]
  exact h.minimal w h1

/-- If the family `f` contains all vectors of the family `e`, the optimal residual over `f`
is no larger than the residual of any normalised combination of the vectors in `e`. -/
theorem enlarged_residual_le {e : ι → E} {f : κ → E} {c : ι → ℝ} {d : κ → ℝ}
    (φ : ι → κ) (hφ : ∀ i, f (φ i) = e i) (hc : ∑ i, c i = 1)
    (hd : IsDIISMinimiser f d) : ‖residual f d‖ ≤ ‖residual e c‖ := by
  classical
  -- carry the old weights over to the enlarged family
  have hs : ∑ k, (∑ i, if φ i = k then c i else 0) = 1 := by
    rw [Finset.sum_comm]
    simpa using hc
  have hr : residual f (fun k => ∑ i, if φ i = k then c i else 0) = residual e c := by
    simp only [residual, Finset.sum_smul]
    rw [Finset.sum_comm]
    simp [ite_smul, hφ]
  rw [← hr]
  exact hd.minimal _ hs

/-- When every iteration adds one error vector and keeps the old ones, the optimal DIIS
residual norm never increases. -/
theorem residual_antitone (e : ℕ → E) (c : (n : ℕ) → Fin (n + 1) → ℝ)
    (h : ∀ n, IsDIISMinimiser (fun i : Fin (n + 1) => e (i : ℕ)) (c n)) :
    Antitone fun n => ‖residual (fun i : Fin (n + 1) => e (i : ℕ)) (c n)‖ := by
  intro m n hmn
  exact enlarged_residual_le (Fin.castLE (Nat.succ_le_succ hmn)) (fun _ => rfl)
    (h m).sum_one (h n)

/-- The overlaps of any vector `x` with the error vectors, multiplied by the weights and summed,
give the overlap of `x` with the residual. -/
lemma overlap_row (e : ι → H) (c : ι → ℝ) (x : H) :
    ∑ k, inner ℝ x (e k) * c k = inner ℝ x (residual e c) := by
  simp only [residual, inner_sum, real_inner_smul_right]
  exact Finset.sum_congr rfl fun k _ => mul_comm _ _

/-- If a quadratic without constant term is nowhere negative, its linear coefficient
vanishes. -/
lemma linear_term_zero {a b : ℝ} (hb : 0 ≤ b)
    (h : ∀ t : ℝ, 0 ≤ 2 * t * a + t ^ 2 * b) : a = 0 := by
  by_contra ha
  obtain ⟨s, hs0, hs⟩ : ∃ s : ℝ, 0 < s ∧ s * (b + 1) = 1 :=
    ⟨(b + 1)⁻¹, by positivity, inv_mul_cancel₀ (by positivity)⟩
  have h1 := h (-a * s)
  have h2 : 2 * (-a * s) * a + (-a * s) ^ 2 * b = -(a ^ 2 * (s + s ^ 2)) := by
    linear_combination a ^ 2 * s * hs
  have h3 : 0 < a ^ 2 * (s + s ^ 2) := by positivity
  linarith

/-- In a real inner product space, normalised weights are optimal exactly when they solve
the Pulay equations with the squared residual norm on the right-hand side. -/
theorem minimiser_iff_pulay {e : ι → H} {c : ι → ℝ} (hc : ∑ i, c i = 1) :
    IsDIISMinimiser e c ↔
      ∀ i, ∑ k, inner ℝ (e i) (e k) * c k = ‖residual e c‖ ^ 2 := by
  simp only [overlap_row]
  constructor
  · intro h i
    -- move the residual a fraction `t` of the way towards `e i`
    have key : ∀ t : ℝ, 0 ≤ 2 * t * inner ℝ (residual e c) (e i - residual e c)
        + t ^ 2 * ‖e i - residual e c‖ ^ 2 := by
      intro t
      obtain ⟨w, hw1, hw2⟩ := complete_weights e (fun k => (1 - t) * c k) i
      have hs : ∑ k, (1 - t) * c k = 1 - t := by rw [← Finset.mul_sum, hc, mul_one]
      have hr : residual e (fun k => (1 - t) * c k) = (1 - t) • residual e c := by
        simp only [residual, mul_smul, Finset.smul_sum]
      have hw : residual e w = residual e c + t • (e i - residual e c) := by
        rw [hw2, hs, hr]
        module
      have h1 := h.minimal w hw1
      rw [hw] at h1
      have h2 := pow_le_pow_left₀ (norm_nonneg _) h1 2
      rw [norm_add_sq_real, real_inner_smul_right, norm_smul, mul_pow,
        Real.norm_eq_abs, sq_abs] at h2
      linarith
    have hz := linear_term_zero (sq_nonneg _) key
    rw [inner_sub_right, real_inner_self_eq_norm_sq] at hz
    rw [real_inner_comm]
    linarith
  · intro h
    refine ⟨hc, fun d hd => ?_⟩
    -- every competitor has the same overlap with the residual
    have h1 : inner ℝ (residual e d) (residual e c) = ‖residual e c‖ ^ 2 := by
      rw [real_inner_comm, ← overlap_row]
      calc ∑ k, inner ℝ (residual e c) (e k) * d k
          = ∑ k, ‖residual e c‖ ^ 2 * d k :=
            Finset.sum_congr rfl fun k _ => by rw [real_inner_comm, h k]
        _ = ‖residual e c‖ ^ 2 := by rw [← Finset.mul_sum, hd, mul_one]
    have h2 := real_inner_le_norm (residual e d) (residual e c)
    rw [h1] at h2
    by_contra hlt
    rw [not_le] at hlt
    have hpos := (norm_nonneg _).trans_lt hlt
    nlinarith [mul_pos (sub_pos.mpr hlt) hpos]

/-- In a real inner product space, the squared norm of each stored error vector exceeds that
of the optimal residual by the squared distance between the two. -/
theorem norm_sq_gain {e : ι → H} {c : ι → ℝ} (h : IsDIISMinimiser e c) (j : ι) :
    ‖e j‖ ^ 2 = ‖residual e c‖ ^ 2 + ‖e j - residual e c‖ ^ 2 := by
  have h1 := (minimiser_iff_pulay h.sum_one).mp h j
  rw [overlap_row] at h1
  rw [norm_sub_sq_real, h1]
  ring

end DIISResidualBounds
```

```lean
#print axioms DIISResidualBounds.exists_minimiser
#print axioms DIISResidualBounds.residual_le_each
#print axioms DIISResidualBounds.residual_antitone
#print axioms DIISResidualBounds.norm_sq_gain
```

```
'DIISResidualBounds.exists_minimiser' depends on axioms: [propext, Classical.choice, Quot.sound]
'DIISResidualBounds.residual_le_each' depends on axioms: [propext, Classical.choice, Quot.sound]
'DIISResidualBounds.residual_antitone' depends on axioms: [propext, Classical.choice, Quot.sound]
'DIISResidualBounds.norm_sq_gain' depends on axioms: [propext, Classical.choice, Quot.sound]
```

## How the proofs follow the algebra

`complete_weights` places missing weight on `e j`. It turns elements of $e_j+V$ into normalised residuals in `exists_minimiser`, where $V$ is the range of `L`; it supplies the single-vector competitor in `residual_le_each`, and the path in $t$ for Pulay's equations.

`enlarged_residual_le` sums the old weights over each preimage of `φ`, and `Finset.sum_comm` exchanges the two sums. `residual_antitone` applies it to the inclusion `Fin.castLE`.

`overlap_row` rewrites a Pulay row as $\langle e_i,r\rangle$. In `minimiser_iff_pulay`, the forward direction squares the norm inequality and applies `linear_term_zero`, which makes the choice of $t$ above; the converse uses `real_inner_le_norm`, the Cauchy–Schwarz step. `norm_sq_gain` then expands the squared distance.
